# Lindblad stationary states at vanishing dissipation: distinct energies and a unique stationary distribution of the rates force a diagonal limit

A: Take a system with finitely many levels whose Hamiltonian H has distinct real energies E_a, with fixed jump operators L_k and dissipation strength e > 0. In the energy basis the jumps define classical rates from level j to level m,

W_mj = Σ_k |(L_k)_mj|².

If these rates have exactly one stationary probability vector p, then any family of stationary density matrices of the Lindblad generator tends to diag(p) as e → 0.

Q: Where is H in the code? I see only a diagonal matrix.

A: The basis is fixed as the eigenbasis, so H = diag(E), with ħ = 1. For another Hermitian H, rotate it and all the L_k together. Levels are labelled by the finite type `n`, jump operators by the finite type `κ`.

```lean
import Mathlib

open Matrix Filter Topology
open scoped ComplexOrder

namespace WeakCouplingLindblad

noncomputable section

variable {n κ : Type*} [Fintype n] [DecidableEq n] [Fintype κ]

local notation "diag(" q ")" => Matrix.diagonal (fun i => ((q i : ℝ) : ℂ))
```

Q: Are the states honest density matrices?

A: Yes: positive semidefinite, which includes Hermitian, with unit trace.

```lean
/-- A density matrix: positive semidefinite with unit trace. -/
def IsDensity (ρ : Matrix n n ℂ) : Prop := ρ.PosSemidef ∧ ρ.trace = 1
```

Q: And has the dissipator already been simplified to a rate equation?

A: No. It is the full expression, with arbitrary complex matrices L_k, so it can couple populations and coherences.

```lean
/-- The dissipator `∑ₖ (Lₖ ρ Lₖ† - ½ {Lₖ† Lₖ, ρ})`. -/
def dissipator (L : κ → Matrix n n ℂ) (ρ : Matrix n n ℂ) : Matrix n n ℂ :=
  ∑ k, (L k * ρ * (L k)ᴴ - (1 / 2 : ℂ) • ((L k)ᴴ * L k * ρ + ρ * ((L k)ᴴ * L k)))
```

The generator adds the commutator. The L_k stay fixed while e shrinks; they are given, not derived from a bath.

```lean
/-- The Lindblad generator `-i[H, ρ] + e ∑ₖ D[Lₖ] ρ` in the eigenbasis of `H`, with
energies `E`. -/
def generator (E : n → ℝ) (L : κ → Matrix n n ℂ) (e : ℝ) (ρ : Matrix n n ℂ) :
    Matrix n n ℂ :=
  (-Complex.I) • (diag(E) * ρ - ρ * diag(E)) + (e : ℂ) • dissipator L ρ
```

Q: Which way do the rates run?

A: The first index is the destination. Stationarity means that gain equals loss at each level, which is weaker than detailed balance. The diagonal rates W_mm appear on both sides and cancel.

```lean
/-- The rate `W m j = ∑ₖ |⟨m, Lₖ j⟩|²` from energy level `j` to level `m`. -/
def rate (L : κ → Matrix n n ℂ) (m j : n) : ℝ := ∑ k, ‖L k m j‖ ^ 2

/-- A probability vector for which gain and loss balance at every level. -/
def IsStationaryDistribution (W : n → n → ℝ) (p : n → ℝ) : Prop :=
  (∀ m, 0 ≤ p m) ∧ ∑ m, p m = 1 ∧ ∀ m, ∑ j, W m j * p j = (∑ j, W j m) * p m
```

Q: Show me the physics before the limit.

A: Write D(ρ) for the dissipator. Since H is diagonal, a stationary state satisfies, entry by entry,

0 = −i(E_a − E_b) ρ_ab + e D(ρ)_ab.

For a = b the first term vanishes, and dividing by e ≠ 0 gives D(ρ)_aa = 0 exactly. For a ≠ b the coherence is of order e. The next theorem is the entry formula for the generator.

```lean
/-- Entry `(i, j)` of the generator is `-i (E i - E j) ρ i j` plus `e` times the same entry of the
dissipator. -/
theorem generator_apply (E : n → ℝ) (L : κ → Matrix n n ℂ) (e : ℝ) (ρ : Matrix n n ℂ)
    (i j : n) : generator E L e ρ i j =
      -Complex.I * ((E i : ℂ) - E j) * ρ i j + (e : ℂ) * dissipator L ρ i j := by
  simp only [generator, Matrix.add_apply, Matrix.smul_apply, Matrix.sub_apply,
    Matrix.diagonal_mul, Matrix.mul_diagonal, smul_eq_mul]
  ring
```

Q: Where does the classical master equation come from, if D is the full dissipator?

A: From evaluating D on a diagonal state diag(q). For one jump operator A,

(A diag(q) A†)_mm = Σ_j |A_mj|² q_j
(A†A)_mm = Σ_j |A_jm|².

Half the anticommutator contributes (A†A)_mm q_m. Subtracting and summing over the jump operators gives

D(diag(q))_mm = Σ_j W_mj q_j − (Σ_j W_jm) q_m.

In the proof, `h1` and `h2` are the two displayed sums, `hk` is the result for one operator, and the last lines exchange the sums over k and j.

```lean
/-- On a state diagonal in energy, the dissipator changes the populations by the classical
master equation with rates `W`. -/
theorem dissipator_diagonal (L : κ → Matrix n n ℂ) (q : n → ℝ) (m : n) :
    dissipator L diag(q) m m =
      ((∑ j, rate L m j * q j - (∑ j, rate L j m) * q m : ℝ) : ℂ) := by
  have hz : ∀ z : ℂ, z * star z = ((‖z‖ ^ 2 : ℝ) : ℂ) := fun z => by
    rw [← Complex.normSq_eq_norm_sq]
    exact Complex.mul_conj z
  -- gain and loss for a single jump operator
  have hk : ∀ A : Matrix n n ℂ, (A * diag(q) * Aᴴ - (1 / 2 : ℂ) •
      (Aᴴ * A * diag(q) + diag(q) * (Aᴴ * A))) m m
      = ((∑ j, ‖A m j‖ ^ 2 * q j - (∑ j, ‖A j m‖ ^ 2) * q m : ℝ) : ℂ) := by
    intro A
    have h1 : (A * diag(q) * Aᴴ) m m = ∑ j, ((‖A m j‖ ^ 2 * q j : ℝ) : ℂ) := by
      rw [Matrix.mul_apply]
      refine Finset.sum_congr rfl fun j _ => ?_
      rw [Matrix.mul_diagonal, Matrix.conjTranspose_apply, Complex.ofReal_mul, ← hz]
      ring
    have h2 : (Aᴴ * A) m m = ∑ j, ((‖A j m‖ ^ 2 : ℝ) : ℂ) := by
      rw [Matrix.mul_apply]
      refine Finset.sum_congr rfl fun j _ => ?_
      rw [Matrix.conjTranspose_apply, ← hz, mul_comm]
    simp only [Matrix.sub_apply, Matrix.smul_apply, Matrix.add_apply, Matrix.mul_diagonal,
      Matrix.diagonal_mul, h1, h2, smul_eq_mul]
    push_cast
    ring
  rw [dissipator, Matrix.sum_apply, Finset.sum_congr rfl fun k _ => hk (L k),
    ← Complex.ofReal_sum, Finset.sum_sub_distrib]
  congr 2 <;> simp only [rate, Finset.sum_mul] <;> exact Finset.sum_comm
```

Q: You still need the states to converge to something.

A: Boundedness supplies limit points. Populations are nonnegative and sum to one, so each is at most 1. Every principal 2×2 minor of a positive semidefinite matrix (the same two levels for rows and columns) is nonnegative, hence

|ρ_ij|² ≤ ρ_ii ρ_jj ≤ 1.

```lean
omit [DecidableEq n] in
/-- The populations of a density matrix are real, nonnegative and sum to one. -/
theorem populations {ρ : Matrix n n ℂ} (h : IsDensity ρ) :
    (∀ i, 0 ≤ (ρ i i).re ∧ (ρ i i).im = 0) ∧ ∑ i, (ρ i i).re = 1 := by
  refine ⟨fun i => ?_, ?_⟩
  · have hi := Complex.nonneg_iff.mp (h.1.diag_nonneg (i := i))
    exact ⟨hi.1, hi.2.symm⟩
  · have ht := congrArg Complex.re h.2
    simpa [Matrix.trace, Matrix.diag] using ht

omit [DecidableEq n] in
/-- Every entry of a density matrix has modulus at most one. -/
theorem norm_entry_le_one {ρ : Matrix n n ℂ} (h : IsDensity ρ) (i j : n) :
    ‖ρ i j‖ ≤ 1 := by
  obtain ⟨hd, hs⟩ := populations h
  have hle : ∀ k, (ρ k k).re ≤ 1 := fun k => by
    rw [← hs]
    exact Finset.single_le_sum (f := fun k => (ρ k k).re) (fun k _ => (hd k).1)
      (Finset.mem_univ k)
  -- the two-level minor is nonnegative
  have h2 : 0 ≤ ρ i i * ρ j j - ρ i j * ρ j i := by
    have h3 := (h.1.submatrix ![i, j]).det_nonneg
    rw [Matrix.det_fin_two] at h3
    exact h3
  have hH : star (ρ i j) = ρ j i := h.1.1.apply j i
  rw [← hH] at h2
  have h3 := (Complex.nonneg_iff.mp h2).1
  simp only [Complex.sub_re, Complex.mul_re, Complex.star_def, Complex.conj_re,
    Complex.conj_im, (hd i).2, (hd j).2] at h3
  have hn : ‖ρ i j‖ ^ 2 = (ρ i j).re * (ρ i j).re + (ρ i j).im * (ρ i j).im := by
    rw [Complex.sq_norm, Complex.normSq_apply]
  have hab : (ρ i i).re * (ρ j j).re ≤ 1 := mul_le_one₀ (hle i) (hd j).1 (hle j)
  nlinarith [norm_nonneg (ρ i j)]
```

Q: Now the main theorem. What does the filter `l` have to do with e → 0?

A: It lets the family be a sequence, or a function of a continuous e decreasing to zero. The hypothesis `h` says that eventually e is positive and ρ is a stationary density matrix; convergence is entrywise. The family may be chosen freely. If stationary states stayed a fixed distance from diag(p) at arbitrarily small e, a sequence of them would contradict the theorem. That stationary states exist is part of the input.

Q: And `hp`?

A: It says that q is stationary for W if and only if q = p, so p is stationary and nothing else is. Physically, the jumps have a single final set of levels in which the population settles. `hE` says that no two levels share an energy.

Q: Then finish the argument.

A: Let x be a limit point of the states. D is linear on a finite-dimensional space, hence continuous, so D(ρ) stays bounded and the off-diagonal equation becomes

−i(E_a − E_b) x_ab = 0.

Distinct energies give x_ab = 0 for a ≠ b; this is `hoff`. The exact diagonal condition passes to the limit as D(x)_aa = 0, which is `hdiag`. So x = diag(q), where q is nonnegative, sums to one and, by the master equation, is stationary for W (`hstat`). Therefore q = p. Every limit point is diag(p), and the bounded family converges to it. Lean uses ultrafilters where we would pass to convergent subsequences.

```lean
/-- For distinct energies and a unique stationary distribution `p` of the rates, any family of
stationary density matrices at couplings `e > 0` tends to `diag(p)` as `e → 0`. -/
theorem stationary_tendsto {E : n → ℝ} (hE : Function.Injective E) {L : κ → Matrix n n ℂ}
    {p : n → ℝ} (hp : ∀ q, IsStationaryDistribution (rate L) q ↔ q = p)
    {ι : Type*} {l : Filter ι} {e : ι → ℝ} {ρ : ι → Matrix n n ℂ} (he : Tendsto e l (𝓝 0))
    (h : ∀ᶠ i in l, 0 < e i ∧ IsDensity (ρ i) ∧ generator E L (e i) (ρ i) = 0) :
    Tendsto ρ l (𝓝 diag(p)) := by
  rw [tendsto_iff_ultrafilter]
  intro g hg
  replace h := h.filter_mono hg
  -- bounded entries give a limit point `x`
  have hK : IsCompact (Set.univ.pi fun _ : n => Set.univ.pi fun _ : n =>
      Metric.closedBall (0 : ℂ) 1) :=
    isCompact_univ_pi fun _ => isCompact_univ_pi fun _ => isCompact_closedBall _ _
  have hmem : ∀ᶠ i in (g : Filter ι), ρ i ∈ (Set.univ.pi fun _ : n => Set.univ.pi fun _ : n =>
      Metric.closedBall (0 : ℂ) 1) :=
    h.mono fun i hi a _ b _ => mem_closedBall_zero_iff.2 (norm_entry_le_one hi.2.1 a b)
  obtain ⟨x, -, hx⟩ := isCompact_iff_ultrafilter_le_nhds.mp hK (g.map ρ)
    (Filter.le_principal_iff.2 hmem)
  change Matrix n n ℂ at x
  have hρ : Tendsto ρ g (𝓝 x) := hx
  have hc : Continuous fun σ : Matrix n n ℂ => dissipator L σ := by
    unfold dissipator
    refine continuous_finsetSum _ fun k _ => ?_
    have h2 : Continuous fun σ : Matrix n n ℂ => (L k)ᴴ * L k * σ + σ * ((L k)ᴴ * L k) :=
      (continuous_const.matrix_mul continuous_id).add
        (continuous_id.matrix_mul continuous_const)
    exact ((continuous_const.matrix_mul continuous_id).matrix_mul continuous_const).sub
      (h2.const_smul (1 / 2 : ℂ))
  have hent : ∀ a b, Tendsto (fun i => ρ i a b) g (𝓝 (x a b)) := fun a b =>
    ((continuous_id.matrix_elem a b).tendsto x).comp hρ
  have hD : ∀ a b, Tendsto (fun i => dissipator L (ρ i) a b) g (𝓝 (dissipator L x a b)) :=
    fun a b => ((hc.matrix_elem a b).tendsto x).comp hρ
  have he' : Tendsto (fun i => (e i : ℂ)) g (𝓝 ((0 : ℝ) : ℂ)) :=
    (Complex.continuous_ofReal.tendsto 0).comp (he.mono_left hg)
  -- coherences between different energies vanish in the limit
  have hoff : ∀ a b, a ≠ b → x a b = 0 := by
    intro a b hab
    have ht := ((hent a b).const_mul (-Complex.I * ((E a : ℂ) - E b))).add (he'.mul (hD a b))
    have h0 := tendsto_nhds_unique ht (tendsto_const_nhds.congr' (h.mono fun i hi => by
      have hg := generator_apply E L (e i) (ρ i) a b
      rw [hi.2.2] at hg
      exact hg))
    have hne : (E a : ℂ) - E b ≠ 0 :=
      sub_ne_zero.mpr fun hh => hab (hE (Complex.ofReal_injective hh))
    have h1 : -Complex.I * ((E a : ℂ) - E b) * x a b = 0 := by
      simpa only [Complex.ofReal_zero, zero_mul, add_zero, Matrix.zero_apply] using h0
    exact (mul_eq_zero.mp h1).resolve_left
      (mul_ne_zero (neg_ne_zero.mpr Complex.I_ne_zero) hne)
  -- the commutator has no diagonal part, so the dissipator balances the populations
  have hdiag : ∀ a, dissipator L x a a = 0 := fun a =>
    tendsto_nhds_unique (hD a a) (tendsto_const_nhds.congr' (h.mono fun i hi => by
      have hg := generator_apply E L (e i) (ρ i) a a
      rw [hi.2.2, sub_self, mul_zero, zero_mul, zero_add] at hg
      exact ((mul_eq_zero.mp hg.symm).resolve_left
        (Complex.ofReal_ne_zero.mpr hi.1.ne')).symm))
  have hre : ∀ a, Tendsto (fun i => (ρ i a a).re) g (𝓝 (x a a).re) := fun a =>
    (Complex.continuous_re.tendsto _).comp (hent a a)
  have him : ∀ a, (x a a).im = 0 := fun a =>
    tendsto_nhds_unique ((Complex.continuous_im.tendsto _).comp (hent a a))
      (tendsto_const_nhds.congr' (h.mono fun i hi => (((populations hi.2.1).1 a).2).symm))
  obtain ⟨q, hq⟩ : ∃ q : n → ℝ, ∀ a, q a = (x a a).re := ⟨_, fun _ => rfl⟩
  have hxq : x = diag(q) := by
    ext a b
    by_cases hab : a = b
    · subst hab
      rw [Matrix.diagonal_apply_eq, hq]
      exact Complex.ext (by simp) (by simp [him a])
    · rw [Matrix.diagonal_apply_ne _ hab, hoff a b hab]
  -- the limiting populations are stationary, hence equal to `p`
  have hstat : IsStationaryDistribution (rate L) q := by
    refine ⟨fun a => ?_, ?_, fun a => ?_⟩
    · rw [hq]
      exact ge_of_tendsto (hre a) (h.mono fun i hi => ((populations hi.2.1).1 a).1)
    · simp only [hq]
      exact tendsto_nhds_unique (tendsto_finsetSum _ fun a _ => hre a)
        (tendsto_const_nhds.congr' (h.mono fun i hi => (populations hi.2.1).2.symm))
    · have hb := dissipator_diagonal L q a
      rw [← hxq, hdiag a] at hb
      have hb' := Complex.ofReal_eq_zero.mp hb.symm
      linarith
  rw [← (hp q).1 hstat, ← hxq]
  exact hρ
```

Q: What does this buy me in practice?

A: For a system with finitely many levels, fixed jump operators, a nondegenerate spectrum and rates that have a unique stationary distribution, it justifies reading the weak-dissipation stationary populations off a classical rate equation. It gives no error bound at finite e and says nothing about relaxation times.

Q: Give me numbers.

A: Take a qubit with the following jump operator. With normalised |±⟩ = (1, ±1)/√2 it is 2|+⟩⟨−|, and `plusState` is |+⟩⟨+|.

```lean
/-- A single qubit jump operator with rows `(1, -1)` and `(1, -1)`. -/
def qubitJump : Unit → Matrix (Fin 2) (Fin 2) ℂ := fun _ => !![1, -1; 1, -1]

/-- The qubit state with all four entries equal to `1/2`. -/
def plusState : Matrix (Fin 2) (Fin 2) ℂ := Matrix.of fun _ _ => ((1 / 2 : ℝ) : ℂ)
```

All four rates equal 1. Balance at level 0 reads q_0 + q_1 = 2q_0, and normalisation then gives q = (1/2, 1/2).

```lean
/-- The rates of the qubit jump operator have `(1/2, 1/2)` as their only stationary
distribution. -/
theorem qubit_rates_witness (q : Fin 2 → ℝ) :
    IsStationaryDistribution (rate qubitJump) q ↔ q = ![1 / 2, 1 / 2] := by
  have hr : ∀ a b, rate qubitJump a b = 1 := by
    intro a b
    fin_cases a <;> fin_cases b <;> simp [rate, qubitJump]
  constructor
  · rintro ⟨_, hs, hb⟩
    have h0 := hb 0
    simp only [hr, Fin.sum_univ_two] at h0 hs
    refine funext (Fin.forall_fin_two.2 ⟨?_, ?_⟩)
    · show q 0 = 1 / 2
      linarith
    · show q 1 = 1 / 2
      linarith
  · rintro rfl
    refine ⟨Fin.forall_fin_two.2 ⟨by norm_num, by norm_num⟩,
      by norm_num [Fin.sum_univ_two], fun m => ?_⟩
    simp only [hr, Fin.sum_univ_two]
    fin_cases m <;> norm_num
```

Now set E_0 = 1 and E_1 = 0, and write ρ_01 = x + iy with x and y real. The diagonal condition is 1 − 2ρ_00 = 0, so both populations are 1/2 at every e > 0. The off-diagonal entry of the dissipator is 2 − 4x − 2iy, so the real and imaginary parts of the stationarity equation are

y + e(2 − 4x) = 0
−x − 2e y = 0.

Their solution is

x = 4e²/(1 + 8e²), y = −2e/(1 + 8e²).

At e = 1/10 the coherence is (1 − 5i)/27, of modulus about 0.19. At e = 1/100 it is (1 − 50i)/2502, of modulus about 0.02. The coherence fades linearly in e.

Q: And if the two energies coincide?

A: Then the conclusion can fail, even though these rates still have a unique stationary distribution. The jump operator annihilates |+⟩, so every term of the dissipator vanishes on `plusState`, and equal energies remove the commutator. The state is stationary with coherence 1/2 at every e. Some condition on the energies is therefore needed, though this example does not show that every degeneracy is harmful. In the proof, `hJ` is the annihilation, and positivity follows from P = P†P for the projector P = |+⟩⟨+|.

```lean
/-- If both qubit energies equal `c`, the state with coherence `1/2` is a stationary density
matrix of this jump operator at every coupling `e`. -/
theorem degenerate_coherence (c e : ℝ) :
    IsDensity plusState ∧ generator (fun _ => c) qubitJump e plusState = 0 := by
  have hP : plusStateᴴ = plusState := by
    ext i j
    exact Complex.conj_ofReal _
  have hPP : plusStateᴴ * plusState = plusState := by
    ext i j
    rw [hP, Matrix.mul_apply, Fin.sum_univ_two]
    norm_num [plusState]
  -- the jump operator annihilates the state
  have hJ : ∀ k, qubitJump k * plusState = 0 := by
    intro k
    ext i j
    rw [Matrix.mul_apply, Fin.sum_univ_two]
    fin_cases i <;> simp [qubitJump, plusState]
  have hJ' : ∀ k, plusState * (qubitJump k)ᴴ = 0 := fun k => by
    have h := congrArg Matrix.conjTranspose (hJ k)
    rwa [Matrix.conjTranspose_mul, hP, Matrix.conjTranspose_zero] at h
  have hD : dissipator qubitJump plusState = 0 := by
    refine Finset.sum_eq_zero fun k _ => ?_
    rw [hJ k, Matrix.mul_assoc _ (qubitJump k), hJ k, ← Matrix.mul_assoc plusState, hJ' k]
    simp
  refine ⟨⟨?_, ?_⟩, ?_⟩
  · rw [← hPP]
    exact Matrix.posSemidef_conjTranspose_mul_self _
  · rw [Matrix.trace_fin_two]
    norm_num [plusState]
  · ext i j
    rw [generator_apply, hD]
    simp

end

end WeakCouplingLindblad
```

```lean
#print axioms WeakCouplingLindblad.dissipator_diagonal
#print axioms WeakCouplingLindblad.stationary_tendsto
#print axioms WeakCouplingLindblad.degenerate_coherence
```

```
'WeakCouplingLindblad.dissipator_diagonal' depends on axioms: [propext, Classical.choice, Quot.sound]
'WeakCouplingLindblad.stationary_tendsto' depends on axioms: [propext, Classical.choice, Quot.sound]
'WeakCouplingLindblad.degenerate_coherence' depends on axioms: [propext, Classical.choice, Quot.sound]
```
